# The virial matrix of finitely many point forces is shift-invariant exactly when the total force vanishes, and symmetric exactly when the total torque about the origin vanishes

## Do the shifts and the symmetry of one matrix test both balance conditions?

Take a single force $f$ acting at a single point $x$, and form the $3\times 3$ matrix $W = x f^{\mathsf T}$. If I move the point by $a$ and keep the force, the matrix becomes $W + a f^{\mathsf T}$, so the change is controlled by the force. If I number the components 0, 1, 2 and subtract opposite entries, I get $W_{01} - W_{10} = x_0 f_1 - x_1 f_0$, which is the last component of the torque $x \times f$.

I believe the same mechanism works for any finite set of positions $x_i$ and forces $f_i$, with $W = \sum_i x_i f_i^{\mathsf T}$. The matrix should be unchanged by every common shift of the positions if and only if $\sum_i f_i = 0$, and symmetric if and only if $\sum_i x_i \times f_i = 0$. I usually see these properties discussed for pair forces or for forces derived from a potential, and I would like to know whether either assumption is needed. Can the claim be made rigorous, with a proof that a machine has checked?

## Shifts test the total force, antisymmetry tests the torque

Neither assumption is needed: both equivalences hold for arbitrary forces. Write $x_{i,p}$ and $f_{i,p}$ for the components of $x_i$ and $f_i$, with $p \in \{0,1,2\}$, and set

$$W_{pq} = \sum_i x_{i,p}\, f_{i,q}, \qquad F = \sum_i f_i, \qquad T = \sum_i x_i \times f_i .$$

**Shifts.** Replace every $x_i$ by $x_i + a$ and leave the forces as they are. The new matrix has entries

$$\sum_i (x_{i,p} + a_p)\, f_{i,q} = W_{pq} + a_p \sum_i f_{i,q} = W_{pq} + a_p F_q .$$

If $F = 0$, the extra term vanishes for every $a$. Conversely, suppose that $W$ is unchanged by every shift. Then it is unchanged by $a = (1,1,1)$, and row 0 of the identity above gives $W_{0q} = W_{0q} + F_q$, hence $F_q = 0$ for each $q$.

**Symmetry.** Writing out the cross product and summing over $i$ gives

$$T_0 = W_{12} - W_{21}, \qquad T_1 = W_{20} - W_{02}, \qquad T_2 = W_{01} - W_{10} .$$

A $3 \times 3$ matrix has exactly three pairs of opposite off-diagonal entries, and each pair appears once in this list. So $T = 0$ says that all three pairs agree, which is the symmetry of $W$.

**Symmetry about every origin.** The torque generally depends on the origin, so one may ask when $W$ stays symmetric after every common shift. The answer is that this happens exactly when $F = 0$ and $T = 0$, the two conditions of static equilibrium for a rigid body. Suppose that the shifted matrix is symmetric for all $a$. The case $a = 0$ gives $T = 0$. Subtracting the symmetric matrix $W$ from the symmetric shifted matrix leaves

$$a_p F_q = a_q F_p \quad \text{for all } a, p, q .$$

With $a = (0,1,0)$, $p = 1$, $q = 0$ this reads $F_0 = 0$. With $a = (1,0,0)$, $p = 0$ and $q = 1$ or $q = 2$ it reads $F_1 = 0$ in the first case and $F_2 = 0$ in the second. In the other direction, $F = 0$ makes every shifted matrix equal to $W$, and $T = 0$ makes $W$ symmetric.

**Work in a homogeneous displacement.** Let each particle move by $u_i = G x_i$, with one $3\times 3$ matrix $G$ for all particles, and hold the forces fixed. The work is

$$\sum_i f_i \cdot (G x_i) = \sum_{p,q} G_{pq} \sum_i x_{i,q}\, f_{i,p} = \sum_{p,q} G_{pq} W_{qp} = \operatorname{tr}(G W) .$$

**Two examples.** Neither balance condition implies the other. Put forces $(0,1,0)$ and $(0,-1,0)$ at the points $(1,0,0)$ and $(-1,0,0)$. The total force is zero, so $W$ is shift-invariant, but $W_{01} = 2$ while $W_{10} = 0$; the torque is $(0,0,2)$. Now put the single force $(1,0,0)$ at the point $(1,0,0)$. The force is parallel to the position vector, so the torque vanishes and $W$ is symmetric, but the total force is not zero and $W$ changes under some shifts.

Here is the complete Lean file. It proves the general statements above and, for each of the two examples, whether the matrix is symmetric and whether it is shift-invariant.

```lean
import Mathlib

open Matrix

namespace VirialBalance

noncomputable section

/-- Vectors in three-dimensional space, given by Cartesian components. -/
abbrev Vec3 := Fin 3 → ℝ

variable {ι : Type*} [Fintype ι]

/-- The virial matrix: the sum over all particles of the outer product of position and force. -/
def virial (x f : ι → Vec3) : Matrix (Fin 3) (Fin 3) ℝ :=
  ∑ i, Matrix.vecMulVec (x i) (f i)

/-- The total force on the particles. -/
def totalForce (f : ι → Vec3) : Vec3 := ∑ i, f i

/-- The total torque of the forces about the coordinate origin. -/
def totalTorque (x f : ι → Vec3) : Vec3 := ∑ i, crossProduct (x i) (f i)

/-- Each entry of the virial matrix sums a position component times a force component. -/
theorem virial_apply (x f : ι → Vec3) (p q : Fin 3) :
    virial x f p q = ∑ i, x i p * f i q := by
  simp [virial, Matrix.sum_apply, Matrix.vecMulVec_apply]

/-- A common shift of the positions adds to the virial matrix the outer product of the shift
and the total force. -/
theorem virial_shift (x f : ι → Vec3) (a : Vec3) :
    virial (fun i => x i + a) f = virial x f + Matrix.vecMulVec a (totalForce f) := by
  ext p q
  simp only [virial_apply, Matrix.add_apply, Matrix.vecMulVec_apply, totalForce,
    Finset.sum_apply, Pi.add_apply, add_mul, Finset.sum_add_distrib, Finset.mul_sum]

/-- The components of the total torque are the differences of opposite off-diagonal entries
of the virial matrix. -/
theorem totalTorque_eq (x f : ι → Vec3) :
    totalTorque x f = ![virial x f 1 2 - virial x f 2 1,
      virial x f 2 0 - virial x f 0 2, virial x f 0 1 - virial x f 1 0] := by
  ext k
  fin_cases k <;>
    simp [totalTorque, virial_apply, cross_apply, Finset.sum_apply, Finset.sum_sub_distrib]

/-- The virial matrix is unchanged by every common shift of the positions if and only if
the total force vanishes. -/
theorem virial_shift_invariant_iff (x f : ι → Vec3) :
    (∀ a : Vec3, virial (fun i => x i + a) f = virial x f) ↔ totalForce f = 0 := by
  constructor
  · intro h
    ext q
    -- one shift with all components equal to 1 already reads off the total force
    have h1 := virial_shift x f (fun _ => 1)
    rw [h (fun _ => 1)] at h1
    have h2 := congrArg (fun M : Matrix (Fin 3) (Fin 3) ℝ => M 0 q) h1
    simp only [Matrix.add_apply, Matrix.vecMulVec_apply] at h2
    change totalForce f q = 0
    linarith
  · intro h a
    rw [virial_shift, h]
    ext p q
    simp

/-- The virial matrix is symmetric if and only if the total torque vanishes. -/
theorem virial_isSymm_iff (x f : ι → Vec3) :
    (virial x f).IsSymm ↔ totalTorque x f = 0 := by
  rw [totalTorque_eq]
  generalize virial x f = W
  constructor
  · intro h
    have h0 := h.apply 1 2
    have h1 := h.apply 2 0
    have h2 := h.apply 0 1
    ext k
    fin_cases k <;> simp [h0, h1, h2]
  · intro h
    -- the three torque components control the three pairs of off-diagonal entries
    have h0 : W 1 2 = W 2 1 := sub_eq_zero.mp (congrFun h 0)
    have h1 : W 2 0 = W 0 2 := sub_eq_zero.mp (congrFun h 1)
    have h2 : W 0 1 = W 1 0 := sub_eq_zero.mp (congrFun h 2)
    apply Matrix.IsSymm.ext
    intro p q
    fin_cases p <;> fin_cases q <;>
      first
        | rfl
        | exact h0
        | exact h0.symm
        | exact h1
        | exact h1.symm
        | exact h2
        | exact h2.symm

/-- The virial matrix is unchanged by every common shift of the positions exactly when the total
force vanishes, and symmetric exactly when the total torque vanishes. -/
theorem virial_balance (x f : ι → Vec3) :
    ((∀ a : Vec3, virial (fun i => x i + a) f = virial x f) ↔ totalForce f = 0) ∧
      ((virial x f).IsSymm ↔ totalTorque x f = 0) :=
  ⟨virial_shift_invariant_iff x f, virial_isSymm_iff x f⟩

/-- The virial matrix is symmetric after every common shift of the positions if and only if
both the total force and the total torque vanish. -/
theorem virial_isSymm_all_shifts_iff (x f : ι → Vec3) :
    (∀ a : Vec3, (virial (fun i => x i + a) f).IsSymm) ↔
      totalForce f = 0 ∧ totalTorque x f = 0 := by
  constructor
  · intro h
    have h0 : (virial x f).IsSymm := by simpa using h 0
    -- the outer product of any shift with the total force must itself be symmetric
    have key : ∀ (a : Vec3) (p q : Fin 3),
        a p * totalForce f q = a q * totalForce f p := by
      intro a p q
      have e1 := (h a).apply q p
      have e2 := h0.apply q p
      simp only [virial_shift, Matrix.add_apply, Matrix.vecMulVec_apply] at e1
      linarith
    have f0 : totalForce f 0 = 0 := by simpa using key ![0, 1, 0] 1 0
    have f1 : totalForce f 1 = 0 := by simpa using key ![1, 0, 0] 0 1
    have f2 : totalForce f 2 = 0 := by simpa using key ![1, 0, 0] 0 2
    refine ⟨?_, (virial_isSymm_iff x f).mp h0⟩
    ext q
    fin_cases q
    · exact f0
    · exact f1
    · exact f2
  · rintro ⟨hF, hT⟩ a
    rw [(virial_shift_invariant_iff x f).mpr hF a]
    exact (virial_isSymm_iff x f).mpr hT

/-- The work of the forces in a homogeneous displacement, where each particle moves by `G`
applied to its position, is the trace of `G` times the virial matrix. -/
theorem work_homogeneous_displacement (x f : ι → Vec3) (G : Matrix (Fin 3) (Fin 3) ℝ) :
    ∑ i, f i ⬝ᵥ (G *ᵥ x i) = Matrix.trace (G * virial x f) := by
  simp only [Matrix.trace, Matrix.diag_apply, Matrix.mul_apply, Matrix.mulVec, dotProduct,
    virial_apply, Fin.sum_univ_three, Finset.mul_sum, ← Finset.sum_add_distrib]
  apply Finset.sum_congr rfl
  intro i _
  ring

/-- Two points on the first axis, on opposite sides of the origin. -/
def coupleSites : Fin 2 → Vec3 := ![![1, 0, 0], ![-1, 0, 0]]

/-- Two opposite forces along the second axis. -/
def coupleForces : Fin 2 → Vec3 := ![![0, 1, 0], ![0, -1, 0]]

/-- For the forces `coupleForces` at the points `coupleSites`, the virial matrix is unchanged by
every common shift but is not symmetric. -/
theorem couple_shift_invariant_not_symm :
    (∀ a : Vec3, virial (fun i => coupleSites i + a) coupleForces
      = virial coupleSites coupleForces) ∧
      ¬ (virial coupleSites coupleForces).IsSymm := by
  refine ⟨(virial_shift_invariant_iff _ _).mpr ?_, ?_⟩
  · ext k
    fin_cases k <;> simp [totalForce, coupleForces, Fin.sum_univ_two]
  · intro h
    have h1 := h.apply 0 1
    norm_num [virial_apply, coupleSites, coupleForces, Fin.sum_univ_two] at h1

/-- A single point on the first axis; the same vector also serves as a radial force. -/
def radialVector : Fin 1 → Vec3 := fun _ => ![1, 0, 0]

/-- For the single force `radialVector` at the position `radialVector`, the virial matrix is
symmetric but is changed by some common shift. -/
theorem radial_symm_not_shift_invariant :
    (virial radialVector radialVector).IsSymm ∧
      ¬ ∀ a : Vec3, virial (fun i => radialVector i + a) radialVector
        = virial radialVector radialVector := by
  refine ⟨(virial_isSymm_iff _ _).mpr ?_, ?_⟩
  · ext k
    fin_cases k <;> simp [totalTorque, radialVector]
  · rw [virial_shift_invariant_iff]
    intro h
    have h1 := congrFun h 0
    simp [totalForce, radialVector] at h1

end

end VirialBalance
```

```lean
#print axioms VirialBalance.virial_balance
#print axioms VirialBalance.virial_isSymm_all_shifts_iff
#print axioms VirialBalance.couple_shift_invariant_not_symm
#print axioms VirialBalance.radial_symm_not_shift_invariant
```

```
'VirialBalance.virial_balance' depends on axioms: [propext, Classical.choice, Quot.sound]
'VirialBalance.virial_isSymm_all_shifts_iff' depends on axioms: [propext, Classical.choice, Quot.sound]
'VirialBalance.couple_shift_invariant_not_symm' depends on axioms: [propext, Classical.choice, Quot.sound]
'VirialBalance.radial_symm_not_shift_invariant' depends on axioms: [propext, Classical.choice, Quot.sound]
```

### What the theorems say about particles and forces

The main theorem is `virial_balance`. It takes a family of positions `x` and a family of forces `f`, both of type `ι → Vec3`, and states the two equivalences joined by "and". The type `ι` labels the particles and may be any finite type, including the empty one, for which the matrix, the total force and the total torque are all zero. A `Vec3` is a triple of real Cartesian components with indices 0, 1, 2, and no units are attached.

The definition `virial` is the sum of the outer products `Matrix.vecMulVec (x i) (f i)`, so the first matrix index belongs to the position and the second to the force. There is no sign, no factor of one half and no division by a volume. `totalForce` is the sum of the forces, and `totalTorque` is the sum of the cross products, taken about the coordinate origin.

Shift invariance is the statement `∀ a : Vec3, virial (fun i => x i + a) f = virial x f`. The same `f` stands on both sides: the forces are carried along with the particles and are not re-evaluated at the new positions. In an external field the actual forces would in general change under such a shift, and the theorem does not describe that change. Symmetry is Mathlib's `IsSymm`, which says that a matrix equals its transpose.

There are no hypotheses on the forces. They need not come in opposite pairs, act along connecting lines or derive from a potential. Where physical laws enter, they enter as reasons why $F$ or $T$ vanishes in a given system, and the theorem takes no position on that.

For a finite, non-periodic cluster of point particles in a simulation, the result gives a consistency check on the force contribution to the stress: a dependence on the choice of origin signals a net force, and an antisymmetric part signals a net torque about the chosen origin. That torque is the same about every origin when the net force vanishes. Periodic images and the kinetic contribution to the stress are absent from the model. The statements concern a single configuration and involve no time average, so they are distinct from the virial theorem, which relates averages of kinetic energy and of $\sum_i x_i \cdot f_i$.

The remaining results follow the derivation above. `virial_isSymm_all_shifts_iff` characterises symmetry about every origin, and `work_homogeneous_displacement` is the trace formula, valid for any real matrix `G`, large or small, with the forces held fixed during the displacement. `couple_shift_invariant_not_symm` and `radial_symm_not_shift_invariant` are the two examples.

### How the proof follows the derivation

Everything rests on three lemmas. `virial_apply` gives the entry formula $W_{pq} = \sum_i x_{i,p} f_{i,q}$. `virial_shift` compares matrices entry by entry, expands the product $(x_{i,p} + a_p) f_{i,q}$ with `add_mul`, splits the sum, and recognises the second part as $a_p F_q$. `totalTorque_eq` checks the three torque components one at a time, using `cross_apply` to write out the cross product.

In `virial_shift_invariant_iff`, the forward direction applies the shift formula to the vector whose components are all 1. The assumed invariance rewrites the left side to the original matrix, `congrArg` extracts the entry in row 0 and column `q`, and `linarith` concludes that $F_q = 0$ from $W_{0q} = W_{0q} + 1 \cdot F_q$. The backward direction substitutes $F = 0$ into the shift formula.

In `virial_isSymm_iff`, the torque is first replaced by the differences of entries. The step `generalize virial x f = W` then forgets where the matrix came from, because what remains is true of every real $3\times3$ matrix: it is symmetric if and only if the three listed differences vanish. From symmetry one reads off three equalities of entries, and the differences simplify to zero. From vanishing differences one obtains the equalities `h0`, `h1` and `h2`, and the proof goes through all nine index pairs. The three diagonal cases hold by `rfl`, and each of the six others is one of the three equalities, read forwards or backwards. `virial_balance` pairs the two equivalences.

The proof of `virial_isSymm_all_shifts_iff` obtains the symmetry of the unshifted matrix from the shift $a = 0$. Its intermediate statement `key` is the relation $a_p F_q = a_q F_p$, found by comparing the symmetry of the shifted and unshifted matrices. The vectors `![0, 1, 0]` and `![1, 0, 0]` then isolate the three components of the force, as in the derivation. The converse uses the two equivalences already proved.

For the work formula, the trace, the matrix products and the dot products are expanded into components, which leaves a sum over particles on each side. The two summands agree for each particle by `ring`.

The examples use the equivalences where these save work. The couple is shift-invariant because its total force is computed to be zero, and it fails to be symmetric because the entries at positions $(0,1)$ and $(1,0)$ are 2 and 0. The radial force gives a symmetric matrix because its torque is zero, and it fails to be shift-invariant because component 0 of its total force is 1.
